# On an N-site Ising ring in a transverse field g, the fermion mode products of 1 + g² − 2g cos k are (1 + g^N)² and (1 − g^N)²

## Two sector products that rounding cannot separate

I have two computed products that agree, and I suspect a mix-up of momenta. I take a periodic Ising chain of N = 60 spins with unit coupling and transverse field g = 1/2, and multiply 1 + g² − 2g cos k over the fermion momenta k. One parity sector has k = (2j+1)π/N, the other k = 2jπ/N, with j = 0, …, N−1. No momentum is shared, yet in double precision the two products agree up to rounding. At g = 1 one product is 4 and the other is zero. Are the sectors really that close at g = 1/2, and what sets the difference?

## The difference is exactly 4g^N

They are that close. The products are (1 + g^N)² and (1 − g^N)², so at g = 1/2 and N = 60 they differ by about 3.5 × 10⁻¹⁸, far below what double precision resolves near 1.

The spin Hamiltonian is H = −Σ σˣσˣ − g Σ σᶻ, with Pauli matrices σ and the first sum over neighbouring sites. After the Jordan–Wigner transformation with σᶻ = 1 − 2n, where n is the number of fermions on a site, even fermion parity goes with antiperiodic fermions and odd parity with periodic ones. In a suitable choice of phases, each momentum has a real 2×2 Bogoliubov–de Gennes block with diagonal entries ±a and off-diagonal entries b, where

a = 2(g − cos k), b = 2 sin k.

Its square is (a² + b²) times the identity, and

a² + b² = 4(g² − 2g cos k + cos² k + sin² k) = 4(1 + g² − 2g cos k).

The non-negative mode energy is therefore ε(k) = 2√w(k), with w(k) = 1 + g² − 2g cos k. This weight is also a squared distance in the complex plane:

|g − e^{ik}|² = (g − cos k)² + sin² k = w(k).

Now let a fermion pick up a phase e^{iφ} on going once around the ring. The allowed momenta are

k_j = (2πj + φ)/N, j = 0, …, N−1.

Each phase e^{ik_j} has N-th power e^{iφ}, and the N phases are distinct, so they are all the roots of X^N = e^{iφ}. Hence

X^N − e^{iφ} = ∏_j (X − e^{ik_j}).

Setting X = g and taking squared moduli gives

∏_j w(k_j) = |g^N − e^{iφ}|² = 1 + g^(2N) − 2g^N cos φ.

The right-hand side is again a mode weight, at field g^N and momentum φ. The antiperiodic sector, φ = π, gives (1 + g^N)², and the periodic sector, φ = 0, gives (1 − g^N)². Subtracting,

(1 + g^N)² − (1 − g^N)² = 4g^N.

For |g| < 1 this shrinks exponentially with N. At g = 1 it is 4 for every N, which is your other observation. For |g| > 1 it grows in magnitude, although dividing the two closed forms shows that their ratio then tends to 1, so "close" here refers to the difference.

Taking square roots of the products and restoring the factor 2 per mode, the energies multiply to 2^N |1 + g^N| and 2^N |1 − g^N|.

These formulas give exact reference values for testing a free-fermion code on the uniform Ising ring. In double precision such a test can't reveal swapped sectors at g = 1/2 and N = 60, but it can at g = 1. They do not by themselves give the splitting between the two lowest spin states: that involves sums of mode energies and the parity constraint on the occupations.

## What the Lean statements say

The field `g` is any real number, negative values included. Because the coupling is set to one, it stands for the ratio of field to coupling. `modeWeight g k` is w(k), a name chosen for this file and not a textbook term, and `modeEnergy g k` is ε(k), whose factor 2 belongs to the Pauli-matrix convention. `bdgBlock g k` is the real 2×2 block above.

`momentum N φ j` is k_j, so momenta run upwards from φ/N and are not folded into the interval from −π to π. `Finset.range N` supplies j = 0, …, N−1, and `modeProduct g N φ` is the product of the N weights.

The general result, `modeProduct_eq`, holds for every real twist φ and every N ≥ 1. Only φ = 0 and φ = π, up to multiples of 2π, describe the spin chain, since pairing needs a momentum set that is unchanged under k → −k. `prod_antiperiodic` and `prod_periodic` state these two cases with the cosines written out. `sector_difference` gives 4g^N, and `sector_difference_tendsto_zero_iff` says that the difference vanishes as N grows exactly when |g| < 1. `prod_modeEnergy` gives the two energy products.

The step left to physics is the passage from spins to fermions: the block and the two momentum sets are definitions here, not consequences of a spin Hamiltonian in Lean.

The hypothesis `0 < N` excludes the empty ring. At N = 0 the antiperiodic product has no factors and equals 1, whereas (1 + g⁰)² = 4. At N = 1 the formula already works: the single antiperiodic momentum is π, with weight (1 + g)².

```lean
import Mathlib

open Filter Topology
open scoped Real

namespace IsingModeProducts

noncomputable section

/-- The mode weight `1 + g² - 2 g cos k` of the Ising chain with unit coupling and
transverse field `g`, at momentum `k`. -/
def modeWeight (g k : ℝ) : ℝ := 1 + g ^ 2 - 2 * g * Real.cos k

/-- The non-negative energy `2 √(1 + g² - 2 g cos k)` of the fermion mode at momentum `k`. -/
def modeEnergy (g k : ℝ) : ℝ := 2 * Real.sqrt (modeWeight g k)

/-- The Bogoliubov-de Gennes block of the fermionised Ising chain at momentum `k`. -/
def bdgBlock (g k : ℝ) : Matrix (Fin 2) (Fin 2) ℝ :=
  !![2 * (g - Real.cos k), 2 * Real.sin k; 2 * Real.sin k, -(2 * (g - Real.cos k))]

/-- The `j`-th momentum on a ring of `N ≥ 1` sites whose fermions pick up the phase `φ`
on going once around. -/
def momentum (N : ℕ) (φ : ℝ) (j : ℕ) : ℝ := (2 * π * j + φ) / N

/-- The product of the mode weights over the `N` momenta of a ring of `N ≥ 1` sites
with boundary twist `φ`. -/
def modeProduct (g : ℝ) (N : ℕ) (φ : ℝ) : ℝ :=
  ∏ j ∈ Finset.range N, modeWeight g (momentum N φ j)

/-- The mode weight is the squared distance in the complex plane between the field `g`
and the Bloch phase `exp (i k)`. -/
theorem normSq_sub_phase (g k : ℝ) :
    Complex.normSq ((g : ℂ) - Complex.exp (k * Complex.I)) = modeWeight g k := by
  have hre : ((g : ℂ) - Complex.exp (k * Complex.I)).re = g - Real.cos k := by
    rw [Complex.sub_re, Complex.ofReal_re, Complex.exp_ofReal_mul_I_re]
  have him : ((g : ℂ) - Complex.exp (k * Complex.I)).im = -Real.sin k := by
    rw [Complex.sub_im, Complex.ofReal_im, Complex.exp_ofReal_mul_I_im, zero_sub]
  rw [Complex.normSq_apply, hre, him, modeWeight]
  linear_combination Real.sin_sq_add_cos_sq k

/-- The mode weight is never negative. -/
theorem modeWeight_nonneg (g k : ℝ) : 0 ≤ modeWeight g k := by
  rw [← normSq_sub_phase]
  exact Complex.normSq_nonneg _

/-- The Bogoliubov-de Gennes block squares to the squared mode energy times the identity. -/
theorem bdgBlock_sq (g k : ℝ) :
    bdgBlock g k * bdgBlock g k = !![modeEnergy g k ^ 2, 0; 0, modeEnergy g k ^ 2] := by
  -- any real symmetric traceless 2×2 block squares to a multiple of the identity
  have h : ∀ a b e : ℝ, a * a + b * b = e →
      !![a, b; b, -a] * !![a, b; b, -a] = !![e, 0; 0, e] := by
    intro a b e h
    rw [Matrix.mul_fin_two, h, show a * b + b * -a = 0 by ring,
      show b * a + -a * b = 0 by ring,
      show b * b + -a * -a = e by linear_combination h]
  refine h _ _ _ ?_
  rw [modeEnergy, mul_pow, Real.sq_sqrt (modeWeight_nonneg g k), modeWeight]
  linear_combination 4 * Real.sin_sq_add_cos_sq k

/-- On a ring of `N ≥ 1` sites with twist `φ`, the factors `g - exp (i k)` multiply to
`g ^ N - exp (i φ)`. -/
theorem prod_sub_phase (g φ : ℝ) {N : ℕ} (hN : 0 < N) :
    ∏ j ∈ Finset.range N, ((g : ℂ) - Complex.exp ((momentum N φ j : ℝ) * Complex.I))
      = (g : ℂ) ^ N - Complex.exp (φ * Complex.I) := by
  have hN' : (N : ℂ) ≠ 0 := by exact_mod_cast hN.ne'
  have hζ := Complex.isPrimitiveRoot_exp N hN.ne'
  have hα : Complex.exp (φ * Complex.I / N) ^ N = Complex.exp (φ * Complex.I) := by
    rw [← Complex.exp_nat_mul]
    congr 1
    field_simp
  -- the Bloch phases are the roots of X ^ N = exp (i φ)
  have h := congrArg (Polynomial.eval (g : ℂ)) (X_pow_sub_C_eq_prod hζ hN hα)
  simp only [Polynomial.eval_sub, Polynomial.eval_pow, Polynomial.eval_X,
    Polynomial.eval_C, Polynomial.eval_prod] at h
  rw [h]
  refine Finset.prod_congr rfl fun j _ => ?_
  rw [← Complex.exp_nat_mul, ← Complex.exp_add]
  congr 2
  simp only [momentum]
  push_cast
  ring

/-- For `N ≥ 1` sites and any twist `φ`, the product of all mode weights at field `g` is
a single mode weight, at field `g ^ N` and momentum `φ`. -/
theorem modeProduct_eq (g φ : ℝ) {N : ℕ} (hN : 0 < N) :
    modeProduct g N φ = modeWeight (g ^ N) φ := by
  rw [← normSq_sub_phase (g ^ N) φ, Complex.ofReal_pow, ← prod_sub_phase g φ hN,
    map_prod, modeProduct]
  exact Finset.prod_congr rfl fun j _ => (normSq_sub_phase _ _).symm

/-- Antiperiodic fermions on `N ≥ 1` sites: the mode weights multiply to `(1 + g ^ N)²`. -/
theorem prod_antiperiodic (g : ℝ) {N : ℕ} (hN : 0 < N) :
    ∏ j ∈ Finset.range N, (1 + g ^ 2 - 2 * g * Real.cos ((2 * (j : ℝ) + 1) * π / N))
      = (1 + g ^ N) ^ 2 := by
  have e : modeWeight (g ^ N) π = (1 + g ^ N) ^ 2 := by
    rw [modeWeight, Real.cos_pi]
    ring
  rw [← e, ← modeProduct_eq g π hN, modeProduct]
  refine Finset.prod_congr rfl fun j _ => ?_
  rw [modeWeight, momentum, show (2 * (j : ℝ) + 1) * π / N = (2 * π * j + π) / N by ring]

/-- Periodic fermions on `N ≥ 1` sites: the mode weights multiply to `(1 - g ^ N)²`. -/
theorem prod_periodic (g : ℝ) {N : ℕ} (hN : 0 < N) :
    ∏ j ∈ Finset.range N, (1 + g ^ 2 - 2 * g * Real.cos (2 * (j : ℝ) * π / N))
      = (1 - g ^ N) ^ 2 := by
  have e : modeWeight (g ^ N) 0 = (1 - g ^ N) ^ 2 := by
    rw [modeWeight, Real.cos_zero]
    ring
  rw [← e, ← modeProduct_eq g 0 hN, modeProduct]
  refine Finset.prod_congr rfl fun j _ => ?_
  rw [modeWeight, momentum, show 2 * (j : ℝ) * π / N = (2 * π * j + 0) / N by ring]

/-- On `N ≥ 1` sites the antiperiodic and periodic mode products differ by exactly
`4 g ^ N`. -/
theorem sector_difference (g : ℝ) {N : ℕ} (hN : 0 < N) :
    modeProduct g N π - modeProduct g N 0 = 4 * g ^ N := by
  rw [modeProduct_eq g π hN, modeProduct_eq g 0 hN]
  simp only [modeWeight, Real.cos_pi, Real.cos_zero]
  ring

/-- The difference between the two sector products vanishes in the limit of a long chain
if and only if `|g| < 1`. -/
theorem sector_difference_tendsto_zero_iff (g : ℝ) :
    Tendsto (fun N : ℕ => modeProduct g N π - modeProduct g N 0) atTop (𝓝 0)
      ↔ |g| < 1 := by
  have h : (fun N : ℕ => modeProduct g N π - modeProduct g N 0)
      =ᶠ[atTop] fun N : ℕ => 4 * g ^ N := by
    filter_upwards [eventually_gt_atTop 0] with N hN
    exact sector_difference g hN
  rw [tendsto_congr' h, ← tendsto_pow_atTop_nhds_zero_iff]
  constructor
  · intro ht
    have h4 := ht.const_mul (1 / 4 : ℝ)
    rw [mul_zero] at h4
    exact h4.congr fun N => by ring
  · intro ht
    have h4 := ht.const_mul (4 : ℝ)
    rwa [mul_zero] at h4

/-- On `N ≥ 1` sites the non-negative mode energies multiply to `2 ^ N |1 + g ^ N|` for
antiperiodic and to `2 ^ N |1 - g ^ N|` for periodic fermions. -/
theorem prod_modeEnergy (g : ℝ) {N : ℕ} (hN : 0 < N) :
    ∏ j ∈ Finset.range N, modeEnergy g (momentum N π j) = 2 ^ N * |1 + g ^ N| ∧
    ∏ j ∈ Finset.range N, modeEnergy g (momentum N 0 j) = 2 ^ N * |1 - g ^ N| := by
  -- the product of square roots is the square root of the mode product
  have key : ∀ φ : ℝ, ∏ j ∈ Finset.range N, modeEnergy g (momentum N φ j)
      = 2 ^ N * Real.sqrt (modeWeight (g ^ N) φ) := by
    intro φ
    have hs : (∏ j ∈ Finset.range N, Real.sqrt (modeWeight g (momentum N φ j))) ^ 2
        = modeWeight (g ^ N) φ := by
      rw [← modeProduct_eq g φ hN, modeProduct, ← Finset.prod_pow]
      exact Finset.prod_congr rfl fun j _ => Real.sq_sqrt (modeWeight_nonneg _ _)
    simp only [modeEnergy]
    rw [Finset.prod_mul_distrib, Finset.prod_const, Finset.card_range, ← hs,
      Real.sqrt_sq (Finset.prod_nonneg fun j _ => Real.sqrt_nonneg _)]
  constructor
  · rw [key, ← Real.sqrt_sq_eq_abs, modeWeight, Real.cos_pi]
    congr 2
    ring
  · rw [key, ← Real.sqrt_sq_eq_abs, modeWeight, Real.cos_zero]
    congr 2
    ring

end

end IsingModeProducts
```

```lean
#print axioms IsingModeProducts.modeProduct_eq
-- 'IsingModeProducts.modeProduct_eq' depends on axioms: [propext, Classical.choice, Quot.sound]
#print axioms IsingModeProducts.prod_periodic
-- 'IsingModeProducts.prod_periodic' depends on axioms: [propext, Classical.choice, Quot.sound]
#print axioms IsingModeProducts.sector_difference_tendsto_zero_iff
-- 'IsingModeProducts.sector_difference_tendsto_zero_iff' depends on axioms: [propext, Classical.choice, Quot.sound]
#print axioms IsingModeProducts.prod_modeEnergy
-- 'IsingModeProducts.prod_modeEnergy' depends on axioms: [propext, Classical.choice, Quot.sound]
```

## From roots of a polynomial to the sector products

`normSq_sub_phase` computes the real and imaginary parts of g − e^{ik} and combines them with sin² k + cos² k = 1. Since a squared modulus cannot be negative, `modeWeight_nonneg` follows at once, and it is what allows the square root in the mode energy to be squared back. `bdgBlock_sq` first multiplies out a general block with entries a, b, b, −a, then inserts the Ising entries and uses the same trigonometric identity.

The factorisation is in `prod_sub_phase`. Mathlib's `X_pow_sub_C_eq_prod` factorises X^N − c when given a primitive N-th root of unity and one N-th root of c. Here these are e^{2πi/N} and e^{iφ/N}, with c = e^{iφ}; the step `hα` checks the second. Evaluating the polynomial identity at g gives the product, and the last lines identify the j-th root, (e^{2πi/N})^j e^{iφ/N}, with e^{ik_j}.

`modeProduct_eq` takes squared moduli of both sides. The step `map_prod` uses the fact that the squared modulus of a product is the product of the squared moduli. The two sector theorems then insert cos π = −1 and cos 0 = 1, and rewrite the momenta in their usual form. `sector_difference` subtracts the same two values.

For the limit, the difference is replaced by 4g^N for all N > 0, which suffices because a limit ignores the first term. Multiplying by 1/4 or by 4 passes between g^N and 4g^N, and Mathlib supplies the fact that g^N tends to zero exactly when |g| < 1.

In `prod_modeEnergy`, the auxiliary statement `key` shows that the product of the square roots of the weights has the mode product as its square. As that product of roots is non-negative, it is the square root of the mode product. The absolute values appear because √(x²) = |x|, which matters when 1 + g^N or 1 − g^N is negative.

## The same product as a real-space determinant

Another model would start from the N×N matrix g·1 − S, where S is the cyclic shift by one site with a phase e^{iφ} on the bond that closes the ring. Its determinant is g^N − e^{iφ}, the quantity in `prod_sub_phase`. That version would need no momenta, and would extend to site-dependent fields and couplings, where the product of the fields replaces g^N and the product of the couplings multiplies e^{iφ}. The link to individual mode energies would then need a separate diagonalisation, whereas the momentum version has it from the start.
